# Second derivative of a radial function along a straight line

Let a particle move on the line r + tv, with a = |r|² > 0, b = r·v and c = |v|², so that its distance from the origin is √(a + 2bt + ct²). The lemma says that a function g of this distance has second derivative k(b/√a)² + (g′(√a)/√a)(c − (b/√a)²) at t = 0, where g is differentiable near √a and k is the derivative of g′ at √a. The vector v need not be normalised; for a unit v at angle θ to r the value is k cos²θ + (g′(√a)/√a) sin²θ. In Lean a, b and c are simply real numbers with a > 0, and no vectors appear. The proof finds the first derivative near t = 0 by the chain rule, differentiates it again at 0 by the product, quotient and chain rules, and then has to show that the value so obtained is the stated one.

In Lean, a first try:

```lean
import Mathlib

open Filter Topology
open scoped InnerProductSpace

namespace SecondDerivAlongLine

/-- `f` is differentiable near `x`, and its derivative has derivative `k` at `x`. -/
def HasSecondDerivAt (f : ℝ → ℝ) (k x : ℝ) : Prop :=
  ∃ f' : ℝ → ℝ, (∀ᶠ t in 𝓝 x, HasDerivAt f (f' t) t) ∧ HasDerivAt f' k x

/-- Second derivative at `t = 0` of `g` evaluated at the length `√(a + 2bt + ct²)`, for `a > 0`
and `g` twice differentiable at `√a`. -/
theorem second_deriv_along_line {g g' : ℝ → ℝ} {a b c k : ℝ} (ha : 0 < a)
    (hg : ∀ᶠ x in 𝓝 (√a), HasDerivAt g (g' x) x) (hg' : HasDerivAt g' k (√a)) :
    HasSecondDerivAt (fun t => g (√(a + 2 * b * t + c * t ^ 2)))
      (k * (b / √a) ^ 2 + g' (√a) / √a * (c - (b / √a) ^ 2)) 0 := by
  have hq : ∀ t : ℝ, HasDerivAt (fun t : ℝ => a + 2 * b * t + c * t ^ 2)
      (2 * b + 2 * c * t) t := by
    intro t
    have h := (((hasDerivAt_id' t).const_mul (2 * b)).const_add a).fun_add
      (((hasDerivAt_id' t).fun_pow 2).const_mul c)
    exact h.congr_deriv (by push_cast; ring)
  have hp0 : 0 < a + 2 * b * 0 + c * 0 ^ 2 := by linarith
  have h0 : √(a + 2 * b * 0 + c * 0 ^ 2) = √a := by
    congr 1
    ring
  have hpos := (hq 0).continuousAt.eventually (eventually_gt_nhds hp0)
  -- the length changes at the rate (b + ct) / length
  have hr : ∀ t : ℝ, 0 < a + 2 * b * t + c * t ^ 2 →
      HasDerivAt (fun t : ℝ => √(a + 2 * b * t + c * t ^ 2))
        ((b + c * t) / √(a + 2 * b * t + c * t ^ 2)) t := by
    intro t ht
    refine ((hq t).sqrt ht.ne').congr_deriv ?_
    rw [show 2 * b + 2 * c * t = 2 * (b + c * t) by ring]
    exact mul_div_mul_left _ _ two_ne_zero
  have hc : Tendsto (fun t : ℝ => √(a + 2 * b * t + c * t ^ 2)) (𝓝 0) (𝓝 (√a)) := by
    have h := (hr 0 hp0).continuousAt.tendsto
    rwa [h0] at h
  refine ⟨fun t => g' (√(a + 2 * b * t + c * t ^ 2)) *
    ((b + c * t) / √(a + 2 * b * t + c * t ^ 2)), ?_, ?_⟩
  · filter_upwards [hpos, hc.eventually hg] with t ht hgt
    have h := HasDerivAt.comp (h := fun t : ℝ => √(a + 2 * b * t + c * t ^ 2)) t hgt (hr t ht)
    exact h
  · have hg0 : HasDerivAt g' k (√(a + 2 * b * 0 + c * 0 ^ 2)) := by rwa [h0]
    have h1 := HasDerivAt.comp (h := fun t : ℝ => √(a + 2 * b * t + c * t ^ 2)) 0 hg0 (hr 0 hp0)
    have h2 : HasDerivAt (fun t : ℝ => b + c * t) c 0 :=
      (((hasDerivAt_id' (0 : ℝ)).const_mul c).const_add b).congr_deriv (mul_one c)
    have hs : √a ≠ 0 := (Real.sqrt_pos.2 ha).ne'
    have h3 := h1.mul (h2.div (hr 0 hp0) (by rwa [h0]))
    refine h3.congr_deriv ?_
    simp only [Function.comp_apply, Pi.div_apply, h0, mul_zero, add_zero]
    field_simp

end SecondDerivAlongLine
```

The compiler's answer:

```
Main.lean:45:2: error: unsolved goals
case refine_2
g g' : ℝ → ℝ
a b c k : ℝ
ha : 0 < a
hg : ∀ᶠ (x : ℝ) in 𝓝 √a, HasDerivAt g (g' x) x
hg' : HasDerivAt g' k √a
hq : ∀ (t : ℝ), HasDerivAt (fun t => a + 2 * b * t + c * t ^ 2) (2 * b + 2 * c * t) t
hp0 : 0 < a + 2 * b * 0 + c * 0 ^ 2
h0 : √(a + 2 * b * 0 + c * 0 ^ 2) = √a
hpos : ∀ᶠ (x : ℝ) in 𝓝 0, 0 < a + 2 * b * x + c * x ^ 2
hr :
  ∀ (t : ℝ),
    0 < a + 2 * b * t + c * t ^ 2 →
      HasDerivAt (fun t => √(a + 2 * b * t + c * t ^ 2)) ((b + c * t) / √(a + 2 * b * t + c * t ^ 2)) t
hc : Tendsto (fun t => √(a + 2 * b * t + c * t ^ 2)) (𝓝 0) (𝓝 √a)
hg0 : HasDerivAt g' k √(a + 2 * b * 0 + c * 0 ^ 2)
h1 : HasDerivAt (g' ∘ fun t => √(a + 2 * b * t + c * t ^ 2)) (k * ((b + c * 0) / √(a + 2 * b * 0 + c * 0 ^ 2))) 0
h2 : HasDerivAt (fun t => b + c * t) c 0
hs : √a ≠ 0
h3 :
  HasDerivAt
    ((g' ∘ fun t => √(a + 2 * b * t + c * t ^ 2)) * ((fun t => b + c * t) / fun t => √(a + 2 * b * t + c * t ^ 2)))
    (k * ((b + c * 0) / √(a + 2 * b * 0 + c * 0 ^ 2)) *
        ((fun t => b + c * t) / fun t => √(a + 2 * b * t + c * t ^ 2)) 0 +
      (g' ∘ fun t => √(a + 2 * b * t + c * t ^ 2)) 0 *
        ((c * √(a + 2 * b * 0 + c * 0 ^ 2) - (b + c * 0) * ((b + c * 0) / √(a + 2 * b * 0 + c * 0 ^ 2))) /
          √(a + 2 * b * 0 + c * 0 ^ 2) ^ 2))
    0
⊢ (k * b ^ 2 * √(a + c * 0 ^ 2) + g' √(a + c * 0 ^ 2) * (c * √(a + c * 0 ^ 2) ^ 2 - b ^ 2)) * √a ^ 3 /
      √(a + c * 0 ^ 2) ^ 3 =
    k * b ^ 2 * √a + g' √a * (c * √a ^ 2 - b ^ 2)
Main.lean:52:50: warning: This simp argument is unused:
  h0

Hint: Omit it from the simp argument list.
  [apply] simp only [Function.comp_apply, Pi.div_apply, mul_zero, add_zero]

Note: This linter can be disabled with `set_option linter.unusedSimpArgs false`
```

The error says that the second bullet ends with an equation still unproved. In it `√(a + c * 0 ^ 2)` stands beside `√a`, and `field_simp` has not recognised the two as equal.

The warning tells why: `h0`, which was to turn the one root into the other, was never used. Its left side is `√(a + 2 * b * 0 + c * 0 ^ 2)`, and `simp only` simplifies the inside of a term before the term itself. So `mul_zero` and `add_zero` first shortened the radicand to `a + c * 0 ^ 2`, and `h0` no longer matched. They could not go on to `a`, since neither of them rewrites `0 ^ 2`.

The repair splits the call in two. The first `simp only` evaluates the functions at 0 and applies `h0` while the radicand is still intact, so that every such root becomes `√a`. The second, with `mul_zero` and `add_zero`, then has only to reduce `b + c * 0` to `b`. With a single root left in the goal, `field_simp` closes it.

The change, after which it compiles:

```diff
@@ -50,5 +50,6 @@
     have h3 := h1.mul (h2.div (hr 0 hp0) (by rwa [h0]))
     refine h3.congr_deriv ?_
-    simp only [Function.comp_apply, Pi.div_apply, h0, mul_zero, add_zero]
+    simp only [Function.comp_apply, Pi.div_apply, h0]
+    simp only [mul_zero, add_zero]
     field_simp
 
```
